# Complete population transfer out of the range of an orthogonal projection $P$ under a constant bounded Hamiltonian $H$ takes a time $T$ with $2\|PH(1-P)\|\,T\ge\pi\hbar$

## How fast can a state leave a subspace?

A simulation that empties a donor subspace too quickly, for example through a wrong time unit in the propagation, can still produce a smooth and plausible population curve. A lower limit on the transfer time, computed from the Hamiltonian, would give something to compare it with.

I believe there is such a limit. Let $H$ be a finite Hermitian matrix, $P$ an orthogonal projection and $g=\|PH(1-P)\|$ the operator norm of the block that connects the two subspaces. If a unit vector starts in the range of $P$, obeys $i\psi'=H\psi$, and lies in the orthogonal complement at time $T\ge0$, then $2gT\ge\pi$. Can this be derived rigorously and checked by machine, including the endpoints, where the natural angle variable is singular?

## The coupling block limits the rotation of an angle

Yes. Write $Q=1-P$ and $p=\|P\psi\|^2$, with $\hbar=1$ and the inner product linear in its second argument. Since $P$ is Hermitian and idempotent,

$$p'=2\,\mathrm{Re}\langle P\psi,-iH\psi\rangle=2\,\mathrm{Im}\langle P\psi,H\psi\rangle .$$

For $P=1$ the right side vanishes, because expectation values of $H$ are real. The norm therefore stays 1, and $\|Q\psi\|^2=1-p$.

Now split $H\psi=HP\psi+HQ\psi$. The number $\langle P\psi,HP\psi\rangle$ is real, so only the second part moves population:

$$|\mathrm{Im}\langle P\psi,H\psi\rangle|\le\|P\psi\|\,\|PHQ\,Q\psi\|\le g\sqrt{p(1-p)} .$$

Let $z=2p-1$ and $w=2\sqrt{p(1-p)}$. Then $z^2+w^2=1$ and $|z'|=2|p'|\le 2gw$. Formally, $\arcsin z$ changes at a rate of at most $2g$, but the derivative of $\arcsin$ diverges at $z=\pm1$, exactly where complete transfer begins and ends. For $0<r<1$ this is avoided:

$$\left|\frac{d}{dt}\arcsin(rz)\right|=\frac{r|z'|}{\sqrt{1-r^2z^2}}\le 2g\,\frac{rw}{\sqrt{1-r^2z^2}}\le 2g,$$

because $r^2w^2=r^2-r^2z^2\le1-r^2z^2$. The mean value inequality bounds the change over $[0,T]$ by $2gT$, and letting $r\to1$ gives

$$|\arcsin z(T)-\arcsin z(0)|\le 2gT .$$

Complete transfer takes $z$ from $1$ to $-1$, a change of $\pi$ in the angle, so $\pi\le2gT$. If instead only the start in the range of $P$ is given and $2gT\le\pi$, then $\arcsin z(T)\ge\pi/2-2gT$. Taking sines gives $z(T)\ge\cos(2gT)$, that is, $p(T)\ge\cos^2(gT)$.

The bound is attained. For orthonormal $e,f$ and $\kappa>0$, take $H=\kappa(|e\rangle\langle f|+|f\rangle\langle e|)$ and $P=|e\rangle\langle e|$. Then $g=\kappa$, and $\psi(t)=\cos(\kappa t)\,e-i\sin(\kappa t)\,f$ reaches $-if$ at $T=\pi/(2\kappa)$.

In Lean 4 with Mathlib:

```lean
import Mathlib

open Filter Topology

noncomputable section

namespace PopulationTransferTime

variable {E : Type*} [NormedAddCommGroup E] [InnerProductSpace ℂ E]

/-- A bounded operator is Hermitian if it can be moved across the inner product. -/
abbrev IsHermitianOp (H : E →L[ℂ] E) : Prop :=
  ∀ x y, inner ℂ (H x) y = inner ℂ x (H y)

/-- An orthogonal projection: a Hermitian idempotent operator. -/
structure IsOrthProj (P : E →L[ℂ] E) : Prop where
  hermitian : IsHermitianOp P
  idem : ∀ x, P (P x) = P x

/-- The operator norm of the block `P H (1 - P)` of the Hamiltonian. -/
def coupling (P H : E →L[ℂ] E) : ℝ := ‖P * H * (1 - P)‖

/-- The Schrödinger equation `i ψ' = H(t) ψ`, in units with `ħ = 1`. -/
def SolvesSchrodinger (H : ℝ → E →L[ℂ] E) (ψ : ℝ → E) : Prop :=
  ∀ t, HasDerivAt ψ ((-Complex.I) • H t (ψ t)) t

/-- The population of the range of `P` changes at the rate `2 Im ⟨Pψ, Hψ⟩`. -/
theorem population_rate {P H : E →L[ℂ] E} (hP : IsOrthProj P) {ψ : ℝ → E} {t : ℝ}
    (hψ : HasDerivAt ψ ((-Complex.I) • H (ψ t)) t) :
    HasDerivAt (fun s => ‖P (ψ s)‖ ^ 2) (2 * (inner ℂ (P (ψ t)) (H (ψ t))).im) t := by
  have h1 : HasDerivAt (fun s => P (ψ s)) (P ((-Complex.I) • H (ψ t))) t :=
    (P.restrictScalars ℝ).hasFDerivAt.comp_hasDerivAt t hψ
  have h2 := Complex.reCLM.hasFDerivAt.comp_hasDerivAt t (h1.inner ℂ h1)
  have h3 : (fun s => ‖P (ψ s)‖ ^ 2) =
      Complex.reCLM ∘ fun s => inner ℂ (P (ψ s)) (P (ψ s)) := by
    funext s
    exact (inner_self_eq_norm_sq (𝕜 := ℂ) (P (ψ s))).symm
  rw [h3]
  refine h2.congr_deriv ?_
  have h4 : inner ℂ (P (ψ t)) (P ((-Complex.I) • H (ψ t))) =
      (-Complex.I) * inner ℂ (P (ψ t)) (H (ψ t)) := by
    rw [← hP.hermitian, hP.idem, inner_smul_right]
  rw [← inner_conj_symm (P ((-Complex.I) • H (ψ t))) (P (ψ t)), h4]
  generalize inner ℂ (P (ψ t)) (H (ψ t)) = z
  change ((-Complex.I) * z + (starRingEnd ℂ) ((-Complex.I) * z)).re = 2 * z.im
  simp only [Complex.add_re, Complex.conj_re, Complex.mul_re, Complex.neg_re,
    Complex.neg_im, Complex.I_re, Complex.I_im]
  ring

/-- A Hermitian operator has real expectation values. -/
theorem expectation_im {H : E →L[ℂ] E} (hH : IsHermitianOp H) (x : E) :
    (inner ℂ x (H x)).im = 0 :=
  Complex.conj_eq_iff_im.mp (by rw [inner_conj_symm, hH])

/-- Schrödinger evolution under a Hermitian, possibly driven, Hamiltonian conserves the norm. -/
theorem norm_conserved {H : ℝ → E →L[ℂ] E} (hH : ∀ t, IsHermitianOp (H t)) {ψ : ℝ → E}
    (hψ : SolvesSchrodinger H ψ) (t : ℝ) : ‖ψ t‖ ^ 2 = ‖ψ 0‖ ^ 2 := by
  have h1 : IsOrthProj (1 : E →L[ℂ] E) := ⟨fun _ _ => rfl, fun _ => rfl⟩
  have hd : ∀ s, HasDerivAt (fun s => ‖ψ s‖ ^ 2) 0 s := fun s =>
    (population_rate h1 (hψ s)).congr_deriv (by
      change 2 * (inner ℂ (ψ s) (H s (ψ s))).im = 0
      rw [expectation_im (hH s), mul_zero])
  exact is_const_of_deriv_eq_zero (fun s => (hd s).differentiableAt) (fun s => (hd s).deriv) t 0

/-- The flow `Im ⟨Px, Hx⟩` is at most the coupling times the two amplitudes
`‖Px‖` and `‖x - Px‖`. -/
theorem flow_le {P H : E →L[ℂ] E} (hP : IsOrthProj P) (hH : IsHermitianOp H) (x : E) :
    |(inner ℂ (P x) (H x)).im| ≤ coupling P H * (‖P x‖ * ‖x - P x‖) := by
  have hq : (P * H * (1 - P)) (x - P x) = P (H (x - P x)) := by
    change P (H ((x - P x) - P (x - P x))) = _
    have h0 : P (x - P x) = 0 := by rw [map_sub, hP.idem, sub_self]
    rw [h0, sub_zero]
  -- the block `P H P` only contributes a real number
  have hs : inner ℂ (P x) (H x) =
      inner ℂ (P x) (H (P x)) + inner ℂ (P x) (P (H (x - P x))) := by
    rw [← hP.hermitian (P x), hP.idem, ← inner_add_right, ← map_add, add_sub_cancel]
  rw [hs, Complex.add_im, expectation_im hH, zero_add]
  have h1 := norm_inner_le_norm (𝕜 := ℂ) (P x) (P (H (x - P x)))
  have h2 := (P * H * (1 - P)).le_opNorm (x - P x)
  rw [hq] at h2
  calc _ ≤ ‖P x‖ * ‖P (H (x - P x))‖ := (Complex.abs_im_le_norm _).trans h1
    _ ≤ ‖P x‖ * (coupling P H * ‖x - P x‖) := mul_le_mul_of_nonneg_left h2 (norm_nonneg _)
    _ = _ := by ring

/-- If `z² + w² = 1` and `|z'| ≤ c w`, the angle `arcsin z` changes by at most `c T`
in a time `T`. -/
theorem angle_le {z z' w : ℝ → ℝ} {c T : ℝ} (hc : 0 ≤ c) (hT : 0 ≤ T)
    (hz : ∀ t, HasDerivAt z (z' t) t) (hw : ∀ t, w t ^ 2 + z t ^ 2 = 1)
    (hb : ∀ t, |z' t| ≤ c * w t) :
    |Real.arcsin (z T) - Real.arcsin (z 0)| ≤ c * T := by
  -- shrink `z` by `r < 1` to stay away from the singular points of arcsin
  have key : ∀ r ∈ Set.Ioo (0 : ℝ) 1,
      |Real.arcsin (r * z T) - Real.arcsin (r * z 0)| ≤ c * T := by
    rintro r ⟨hr0, hr1⟩
    have hlt : ∀ t, -1 < r * z t ∧ r * z t < 1 := fun t => by
      have h1 : z t ≤ 1 := by nlinarith [hw t, sq_nonneg (w t)]
      have h2 : -1 ≤ z t := by nlinarith [hw t, sq_nonneg (w t)]
      constructor <;> nlinarith
    have hd : ∀ t, HasDerivAt (fun s => Real.arcsin (r * z s))
        (1 / √(1 - (r * z t) ^ 2) * (r * z' t)) t := fun t => by
      have ha : HasDerivAt Real.arcsin (1 / √(1 - (r * z t) ^ 2)) (r * z t) :=
        Real.hasDerivAt_arcsin (hlt t).1.ne' (hlt t).2.ne
      have hm : HasDerivAt (fun s => r * z s) (r * z' t) t := (hz t).const_mul r
      have hcomp := HasDerivAt.comp t ha hm
      exact hcomp
    have hbd : ∀ t, ‖1 / √(1 - (r * z t) ^ 2) * (r * z' t)‖ ≤ c := fun t => by
      have hpos : 0 < √(1 - (r * z t) ^ 2) :=
        Real.sqrt_pos.mpr (by nlinarith [(hlt t).1, (hlt t).2])
      have hr2 : r ^ 2 ≤ 1 := by nlinarith
      have hsum : (r * w t) ^ 2 + (r * z t) ^ 2 = r ^ 2 := by
        linear_combination r ^ 2 * hw t
      have hrw : r * w t ≤ √(1 - (r * z t) ^ 2) :=
        Real.le_sqrt_of_sq_le (by linarith)
      rw [Real.norm_eq_abs, abs_mul, abs_mul, abs_of_pos (one_div_pos.mpr hpos),
        abs_of_pos hr0, one_div, inv_mul_eq_div, div_le_iff₀ hpos]
      calc r * |z' t| ≤ r * (c * w t) := mul_le_mul_of_nonneg_left (hb t) hr0.le
        _ = c * (r * w t) := by ring
        _ ≤ _ := mul_le_mul_of_nonneg_left hrw hc
    have h := Convex.norm_image_sub_le_of_norm_hasDerivWithin_le
      (fun t _ => (hd t).hasDerivWithinAt) (fun t _ => hbd t) convex_univ
      (Set.mem_univ (0 : ℝ)) (Set.mem_univ T)
    rwa [sub_zero, Real.norm_eq_abs, Real.norm_of_nonneg hT] at h
  have hcont : Continuous fun r : ℝ => |Real.arcsin (r * z T) - Real.arcsin (r * z 0)| :=
    ((Real.continuous_arcsin.comp (continuous_id.mul continuous_const)).sub
      (Real.continuous_arcsin.comp (continuous_id.mul continuous_const))).abs
  have hlim := (hcont.tendsto 1).mono_left (nhdsWithin_le_nhds (s := Set.Iio 1))
  have h := le_of_tendsto hlim (Filter.mem_of_superset (Ioo_mem_nhdsLT zero_lt_one) key)
  simpa only [one_mul] using h

/-- Speed limit for populations: for a state of unit norm that evolves under a Hermitian, possibly
driven, Hamiltonian with coupling at most `g`, the angle `arcsin (2‖Pψ‖² - 1)` changes by at most `2
g T` in a time `T`. -/
theorem population_speed_limit {P : E →L[ℂ] E} {H : ℝ → E →L[ℂ] E} {ψ : ℝ → E} {g T : ℝ}
    (hP : IsOrthProj P) (hH : ∀ t, IsHermitianOp (H t)) (hg : ∀ t, coupling P (H t) ≤ g)
    (hψ : SolvesSchrodinger H ψ) (h0 : ‖ψ 0‖ = 1) (hT : 0 ≤ T) :
    |Real.arcsin (2 * ‖P (ψ T)‖ ^ 2 - 1) - Real.arcsin (2 * ‖P (ψ 0)‖ ^ 2 - 1)|
      ≤ 2 * g * T := by
  have hg0 : 0 ≤ g := (norm_nonneg _).trans (hg 0)
  refine angle_le (z := fun t => 2 * ‖P (ψ t)‖ ^ 2 - 1)
    (w := fun t => 2 * (‖P (ψ t)‖ * ‖ψ t - P (ψ t)‖)) (by positivity) hT
    (fun t => ((population_rate hP (hψ t)).const_mul 2).sub_const 1) (fun t => ?_) (fun t => ?_)
  · -- Pythagoras for the two components of the state
    have h1 := norm_sub_sq (𝕜 := ℂ) (ψ t) (P (ψ t))
    have h2 : RCLike.re (inner ℂ (ψ t) (P (ψ t))) = ‖P (ψ t)‖ ^ 2 := by
      rw [← inner_self_eq_norm_sq (𝕜 := ℂ) (P (ψ t)), hP.hermitian, hP.idem]
    have h3 := norm_conserved hH hψ t
    rw [h0] at h3
    have h4 : ‖P (ψ t)‖ ^ 2 + ‖ψ t - P (ψ t)‖ ^ 2 = 1 := by linarith
    linear_combination 4 * ‖P (ψ t)‖ ^ 2 * h4
  · have h1 := flow_le hP (hH t) (ψ t)
    have h2 := mul_le_mul_of_nonneg_right (hg t)
      (mul_nonneg (norm_nonneg (P (ψ t))) (norm_nonneg (ψ t - P (ψ t))))
    rw [abs_mul, abs_mul, abs_two]
    linarith

/-- Population transfer time: a unit vector that evolves under a constant Hermitian `H`, starts in
the range of `P` and lies in its orthogonal complement at time `T ≥ 0` satisfies `2 g T ≥ π`, with
`g = ‖P H (1 - P)‖`. -/
theorem transfer_time {P H : E →L[ℂ] E} {ψ : ℝ → E} {T : ℝ}
    (hP : IsOrthProj P) (hH : IsHermitianOp H) (hψ : SolvesSchrodinger (fun _ => H) ψ)
    (h0 : ‖ψ 0‖ = 1) (hin : P (ψ 0) = ψ 0) (hout : P (ψ T) = 0) (hT : 0 ≤ T) :
    Real.pi ≤ 2 * coupling P H * T := by
  have h := population_speed_limit hP (fun _ => hH) (fun _ => le_refl (coupling P H)) hψ h0 hT
  rw [hin, hout, h0, norm_zero, show (2 * (0 : ℝ) ^ 2 - 1) = -1 by norm_num,
    show (2 * (1 : ℝ) ^ 2 - 1) = 1 by norm_num, Real.arcsin_neg_one, Real.arcsin_one] at h
  linarith [(abs_le.mp h).1]

/-- Up to the time `π / (2g)`, a unit vector that starts in the range of `P` keeps there a
population of at least `cos² (g T)`, also under a drive with coupling at most `g`. -/
theorem survival_bound {P : E →L[ℂ] E} {H : ℝ → E →L[ℂ] E} {ψ : ℝ → E} {g T : ℝ}
    (hP : IsOrthProj P) (hH : ∀ t, IsHermitianOp (H t)) (hg : ∀ t, coupling P (H t) ≤ g)
    (hψ : SolvesSchrodinger H ψ) (h0 : ‖ψ 0‖ = 1) (hin : P (ψ 0) = ψ 0) (hT : 0 ≤ T)
    (hgT : 2 * g * T ≤ Real.pi) : Real.cos (g * T) ^ 2 ≤ ‖P (ψ T)‖ ^ 2 := by
  have h := population_speed_limit hP hH hg hψ h0 hT
  rw [hin, h0, show (2 * (1 : ℝ) ^ 2 - 1) = 1 by norm_num, Real.arcsin_one] at h
  have h1 : Real.pi / 2 - 2 * (g * T) ≤ Real.arcsin (2 * ‖P (ψ T)‖ ^ 2 - 1) := by
    linarith [(abs_le.mp h).1]
  have h2 := Real.sin_le_sin_of_le_of_le_pi_div_two (by linarith)
    (Real.arcsin_le_pi_div_two _) h1
  rw [Real.sin_pi_div_two_sub, Real.cos_two_mul] at h2
  by_contra hlt
  have hlt' := not_le.mp hlt
  have hle : 2 * ‖P (ψ T)‖ ^ 2 - 1 ≤ 1 := by nlinarith [Real.cos_sq_le_one (g * T)]
  rw [Real.sin_arcsin (by nlinarith [sq_nonneg ‖P (ψ T)‖]) hle] at h2
  linarith

/-- The operator `|u⟩⟨v|`. -/
def ketbra (u v : E) : E →L[ℂ] E := (innerSL ℂ v).smulRight u

theorem ketbra_apply (u v x : E) : ketbra u v x = inner ℂ v x • u := rfl

/-- The resonant two-level Hamiltonian `κ (|e⟩⟨f| + |f⟩⟨e|)`. -/
def rabiH (κ : ℝ) (e f : E) : E →L[ℂ] E := (κ : ℂ) • (ketbra e f + ketbra f e)

theorem rabiH_apply (κ : ℝ) (e f x : E) :
    rabiH κ e f x = (κ : ℂ) • (inner ℂ f x • e + inner ℂ e x • f) := rfl

/-- The oscillating state `cos(κt) e - i sin(κt) f`. -/
def rabiState (κ : ℝ) (e f : E) (t : ℝ) : E :=
  (Real.cos (κ * t) : ℂ) • e + ((-Complex.I) * (Real.sin (κ * t) : ℂ)) • f

/-- For orthonormal `e` and `f`, the coupling of the resonant two-level Hamiltonian is `κ`. -/
theorem rabi_coupling {κ : ℝ} {e f : E} (hκ : 0 < κ) (he : ‖e‖ = 1) (hf : ‖f‖ = 1)
    (hef : inner ℂ e f = 0) : coupling (ketbra e e) (rabiH κ e f) = κ := by
  have hee : inner ℂ e e = 1 := by rw [inner_self_eq_norm_sq_to_K, he]; simp
  have hff : inner ℂ f f = 1 := by rw [inner_self_eq_norm_sq_to_K, hf]; simp
  have hfe : inner ℂ f e = 0 := inner_eq_zero_symm.mp hef
  have hA : ∀ x, (ketbra e e * rabiH κ e f * (1 - ketbra e e)) x =
      ((κ : ℂ) * inner ℂ f x) • e := fun x => by
    change ketbra e e (rabiH κ e f (x - ketbra e e x)) = _
    simp only [ketbra_apply, rabiH_apply, inner_smul_right, inner_add_right, inner_sub_right,
      hee, hef, hfe, mul_zero, mul_one, sub_zero, add_zero]
  apply le_antisymm
  · refine ContinuousLinearMap.opNorm_le_bound _ hκ.le fun x => ?_
    have h := norm_inner_le_norm (𝕜 := ℂ) f x
    rw [hf, one_mul] at h
    rw [hA, norm_smul, he, mul_one, norm_mul, Complex.norm_real, Real.norm_of_nonneg hκ.le]
    exact mul_le_mul_of_nonneg_left h hκ.le
  · have h := (ketbra e e * rabiH κ e f * (1 - ketbra e e)).le_opNorm f
    rw [hA, hff, norm_smul, he, hf] at h
    simp only [mul_one, Complex.norm_real, Real.norm_of_nonneg hκ.le] at h
    exact h

/-- Resonant oscillation between orthonormal states `e` and `f` meets all hypotheses of the
transfer-time bound with `T = π / (2κ)` and attains equality. -/
theorem transfer_time_witness {κ : ℝ} {e f : E} (hκ : 0 < κ) (he : ‖e‖ = 1) (hf : ‖f‖ = 1)
    (hef : inner ℂ e f = 0) :
    IsOrthProj (ketbra e e) ∧ IsHermitianOp (rabiH κ e f) ∧
    SolvesSchrodinger (fun _ => rabiH κ e f) (rabiState κ e f) ∧
    ‖rabiState κ e f 0‖ = 1 ∧ ketbra e e (rabiState κ e f 0) = rabiState κ e f 0 ∧
    ketbra e e (rabiState κ e f (Real.pi / (2 * κ))) = 0 ∧
    2 * coupling (ketbra e e) (rabiH κ e f) * (Real.pi / (2 * κ)) = Real.pi := by
  have hee : inner ℂ e e = 1 := by rw [inner_self_eq_norm_sq_to_K, he]; simp
  have hff : inner ℂ f f = 1 := by rw [inner_self_eq_norm_sq_to_K, hf]; simp
  have hfe : inner ℂ f e = 0 := inner_eq_zero_symm.mp hef
  have hψe : ∀ t, inner ℂ e (rabiState κ e f t) = (Real.cos (κ * t) : ℂ) := fun t => by
    simp only [rabiState, inner_add_right, inner_smul_right, hee, hef, mul_zero, add_zero, mul_one]
  have hψf : ∀ t, inner ℂ f (rabiState κ e f t) =
      (-Complex.I) * (Real.sin (κ * t) : ℂ) := fun t => by
    simp only [rabiState, inner_add_right, inner_smul_right, hff, hfe, mul_zero, zero_add, mul_one]
  have hstart : rabiState κ e f 0 = e := by simp [rabiState]
  refine ⟨⟨fun x y => ?_, fun x => ?_⟩, fun x y => ?_, fun t => ?_, ?_, ?_, ?_, ?_⟩
  · simp only [ketbra_apply, inner_smul_left, inner_smul_right, inner_conj_symm]
    ring
  · simp only [ketbra_apply, inner_smul_right, hee, mul_one]
  · simp only [rabiH_apply, inner_smul_left, inner_smul_right, inner_add_left, inner_add_right,
      inner_conj_symm, Complex.conj_ofReal]
    ring
  · -- differentiate the two amplitudes and compare coefficients
    have hl : HasDerivAt (fun s : ℝ => κ * s) κ t := by
      simpa using (hasDerivAt_id t).const_mul κ
    have h := (hl.cos.ofReal_comp.smul_const e).fun_add
      ((hl.sin.ofReal_comp.const_mul (-Complex.I)).smul_const f)
    refine h.congr_deriv ?_
    rw [rabiH_apply, hψe, hψf]
    simp only [smul_add, smul_smul, Complex.ofReal_mul, Complex.ofReal_neg]
    congr 2
    · linear_combination (-((κ : ℂ) * (Real.sin (κ * t) : ℂ))) * Complex.I_sq
    · ring
  · rw [hstart, he]
  · rw [hstart, ketbra_apply, hee, one_smul]
  · have hT : κ * (Real.pi / (2 * κ)) = Real.pi / 2 := by field_simp
    rw [ketbra_apply, hψe, hT, Real.cos_pi_div_two, Complex.ofReal_zero, zero_smul]
  · rw [rabi_coupling hκ he hf hef]
    field_simp

end PopulationTransferTime
```

```lean
#print axioms PopulationTransferTime.transfer_time
-- 'PopulationTransferTime.transfer_time' depends on axioms: [propext, Classical.choice, Quot.sound]
#print axioms PopulationTransferTime.survival_bound
-- 'PopulationTransferTime.survival_bound' depends on axioms: [propext, Classical.choice, Quot.sound]
```

## What the theorems say about the physics

The state space `E` is a complex inner-product space, and `E →L[ℂ] E` is the type of bounded operators on it. Every finite Hermitian matrix is covered, but an unbounded operator such as the continuum kinetic energy is not. `IsHermitianOp` and `IsOrthProj` express the usual conditions on $H$ and $P$, and `coupling P H` is $g$.

`SolvesSchrodinger` requires the differential equation at every real time, not only between $0$ and $T$. A solution is assumed, not constructed. A pulse that is switched abruptly usually puts a kink in $\psi$ and then falls outside this hypothesis.

In `transfer_time`, `hin` places the initial state in the range of $P$, `hout` places the final state in the complement, and the conclusion is $\pi\le2gT$ for constant $H$. If $g=0$, the inequality rules out complete transfer. `population_speed_limit` and `survival_bound` also allow a driven Hermitian $H(t)$; there $g$ is any number that the coupling never exceeds. `transfer_time_witness` states that the two-level oscillation meets the hypotheses of `transfer_time` and attains equality in its conclusion.

## How the proof follows the derivation

- `population_rate` differentiates $\langle P\psi,P\psi\rangle$ by the chain and product rules. `norm_conserved` applies it to the identity projection, using `expectation_im`.
- `flow_le` splits the state, discards the real term, and combines Cauchy–Schwarz with the operator-norm inequality `le_opNorm`.
- For a rate $c\ge0$, `angle_le` proves the bound for each $r<1$ in `key`, then passes to the limit with `le_of_tendsto`.
- `population_speed_limit` supplies $z$ and $w$, with Pythagoras giving $z^2+w^2=1$. `transfer_time` inserts the endpoint values, and `survival_bound` takes sines.
- For $\kappa>0$, `rabi_coupling` bounds the block above by Cauchy–Schwarz and below by applying it to $f$. The witness theorem then checks the oscillating state by differentiating its two amplitudes.

## The bound in a propagation code

For a finite-basis propagation with a constant Hermitian $H$, and so without a complex absorbing potential, the result gives a lower bound on the time for emptying a set of diabatic states that holds the whole population at the start. In an orthonormal basis whose first `m` vectors span the range of $P$, with at least one vector in each subspace, NumPy computes $g$ as `np.linalg.norm(H[:m, m:], 2)`, the largest singular value of the off-diagonal block. With $\hbar$ restored and $g>0$, the bound is $\pi\hbar/(2g)$. The actual transfer can take longer or never become complete, as in a two-level system with unequal diagonal energies.

The largest matrix element is not a substitute for $g$: a single donor state coupled with equal strength $V$ to each of $N$ orthonormal acceptor states has $g=\sqrt N\,|V|$. Since a numerical population rarely reaches exactly zero, the curve $\cos^2(gt/\hbar)$ is the more practical comparison. For a normalised state that starts in the range of $P$, a computed population that lies below this curve by more than the numerical error at some time up to $\pi\hbar/(2g)$ points to a fault in the propagation, the units or the extracted block. An error in $H$ that leaves it Hermitian is not detected this way if $g$ is computed from the same $H$.
